# The Lambda equations are solvable exactly when the coupling row annihilates the kernel of M − E, and uniquely solvable exactly when M − E is invertible

There are two ways to say what a solution of the Lambda equations is: a row that satisfies the whole left eigenvalue equation of the similarity-transformed Hamiltonian, taken as a matrix in the space of the reference and the chosen excited configurations, or one that satisfies only the projection of this matrix equation on the excited configurations. These notes take the whole equation as the definition. The projected form, which is the linear system one solves for the amplitudes, is then derived.

## The block Hamiltonian after the amplitude equations are solved

In coupled-cluster theory the Hamiltonian is transformed with the exponential of a cluster operator. In a finite space made of the reference determinant and a set of excited configurations, the transformed Hamiltonian has the matrix

$$
H=\begin{pmatrix}E & h\\ 0 & M\end{pmatrix}.
$$

Here $E$ is the coupled-cluster energy, the row $h$ couples the reference to the excited configurations, and the square matrix $M$ acts among the excited configurations. The zero column below $E$ expresses that the cluster amplitude equations hold exactly: the transformed Hamiltonian takes the reference to no excited configuration of the chosen space.

The column $(1,0)$ is therefore a right eigenvector with eigenvalue $E$. Since $H$ is in general not Hermitian, the matching left eigenvector is a different object. It is sought in the form $(1,l)$, where the row $l$ holds the Lambda amplitudes. They enter coupled-cluster density matrices and energy gradients. For a finite block matrix of this form, the results below say when such amplitudes exist and when they are determined, including the case in which $E$ is also an eigenvalue of $M$.

## Two criteria, and how Lean expresses them

Write $h\cdot r=\sum_j h_j r_j$, without complex conjugation.

- **Existence** (`exists_lambda_iff`): some $l$ satisfies $(1,l)H=E(1,l)$ if and only if $h\cdot r=0$ for every $r$ with $Mr=Er$.
- **Uniqueness** (`existsUnique_lambda_iff`): exactly one such $l$ exists if and only if $M-E$ is invertible.

The second criterion does not involve $h$. When $M-E$ is singular, the coupling row only decides whether there is no solution or more than one.

In Lean the excited configurations are labelled by a finite type `n`, and the reference by the single element of `Unit`, so `hbar E h M` is a matrix over `Unit ⊕ n`. The vector with reference component $c$ and excited components $r$ is `state c r`; it serves as a row or a column according to the side on which the matrix acts. The predicate `IsLambda E h M l` is the full equation `state 1 l ᵥ* hbar E h M = E • state 1 l`. The number 1 in it fixes the normalisation: the left eigenvector has unit overlap with the right eigenvector $(1,0)$. The product `⬝ᵥ` is the unconjugated one defined above, and `∃!` means "exactly one".

The data $E$, $h$ and $M$ are arbitrary complex quantities. Nothing in the statements records that they come from a Hermitian Hamiltonian and a cluster operator, so they do not say in advance which molecules and truncations lead to a failure; in a given case the criteria have to be checked on its $E$, $h$ and $M$. The zero column is built into `hbar` and is not derived from amplitude equations.

## The eigenvalue equation as a linear system

Multiplying the row by the matrix gives

$$
(1,l)H=(E,\;h+lM).
$$

The reference component of the eigenvalue equation reads $E=E$ and imposes nothing, thanks to the zero column. What remains is

$$
h+lM=El,\qquad\text{or}\qquad l(M-E)=-h .
$$

For this block form the full and the projected equations therefore have the same solutions.

## Coupling to the kernel decides existence

Suppose $l$ is a solution and $Mr=Er$. Multiplying $h+lM=El$ by $r$ from the right gives

$$
h\cdot r+E\,(l\cdot r)=E\,(l\cdot r),
$$

so $h\cdot r=0$.

Conversely, suppose $h\cdot r=0$ for every $r$ in the kernel of $M-E$. On the range of $M-E$ define

$$
\psi\big((M-E)r\big)=h\cdot r .
$$

If $r$ and $r'$ have the same image, their difference lies in the kernel, so $h\cdot r=h\cdot r'$ and $\psi$ is well defined. It is linear, and it extends to a linear functional on the whole excited space. In finite dimension this functional is given by a row $m$, that is, $\psi(y)=m\cdot y$. Hence $m(M-E)r=h\cdot r$ for all $r$, which means $m(M-E)=h$. The row $l=-m$ solves the Lambda equations.

## Null vectors decide uniqueness

Let $l_0$ be a solution and $l$ any row, with difference $d=l-l_0$. Subtracting the equation for $l_0$ from the one for $l$ shows that $l$ is a solution if and only if

$$
dM=Ed .
$$

So two solutions differ by zero or by a left eigenvector of $M$ with eigenvalue $E$.

If $M-E$ is singular, there is a non-zero row $v$ with $v(M-E)=0$. Any solution $l$ is then accompanied by a second one, $l+v$, and there cannot be exactly one. If $M-E$ is invertible, $l=-h(M-E)^{-1}$ is a solution, and $d(M-E)=0$ forces $d=0$, so it is the only one.

## Failure means a Jordan chain ending in the reference

For a column $x=(c,r)$ the block form gives

$$
(H-E)x=\big(h\cdot r,\;(M-E)r\big).
$$

This equals the reference $(1,0)$ exactly when $Mr=Er$ and $h\cdot r=1$. Such an $x$ rules out a solution by the existence criterion. In the other direction, if there is no solution, some $r$ has $Mr=Er$ and $h\cdot r\neq0$, and $x=(0,\,r/(h\cdot r))$ is carried to the reference.

The Lambda equations thus fail exactly when $H-E$ takes some vector to the reference, which $H-E$ then takes to zero. This is a Jordan chain of length two at $E$, and $H$ is then not diagonalisable. In coupled-cluster theory without truncation, where all excited configurations of the orbital basis are included, this cannot happen, because $H$ is then similar to the Hermitian matrix of the original Hamiltonian. Degeneracy alone does not cause the failure; the degenerate vector must also couple to the reference through $h$.

## One degenerate and one separated configuration

Take two excited configurations, numbered 0 and 1, with

$$
M=\begin{pmatrix}E&0\\0&E+\Delta\end{pmatrix},\qquad h=(g_0,g),\qquad \Delta\neq0 .
$$

Writing $l(0)$ and $l(1)$ for the two amplitudes, the equations are

$$
g_0+E\,l(0)=E\,l(0),\qquad g+(E+\Delta)\,l(1)=E\,l(1).
$$

The first reduces to $g_0=0$ and leaves $l(0)$ free. The second gives $l(1)=-g/\Delta$. If $g_0\neq0$ there is no solution; if $g_0=0$ there is a one-parameter family. Were $\Delta$ zero, the second configuration would be degenerate too, and its equation would demand $g=0$ and leave $l(1)$ free.

## The Lean file

```lean
import Mathlib

open Matrix

namespace LambdaEquations

noncomputable section

variable {n : Type*} [Fintype n]

/-- The similarity-transformed Hamiltonian in block form: reference energy `E`, coupling row `h`,
zero column below the reference, and excited block `M`. -/
def hbar (E : ℂ) (h : n → ℂ) (M : Matrix n n ℂ) : Matrix (Unit ⊕ n) (Unit ⊕ n) ℂ :=
  Matrix.fromBlocks (Matrix.of fun _ _ => E) (Matrix.of fun _ j => h j) 0 M

/-- The vector with reference component `c` and excited components `r`. -/
def state (c : ℂ) (r : n → ℂ) : Unit ⊕ n → ℂ := Sum.elim (fun _ => c) r

/-- The amplitudes `l` solve the Lambda equations: the row `(1, l)` is a left eigenvector of the
similarity-transformed Hamiltonian with eigenvalue `E`. -/
def IsLambda (E : ℂ) (h : n → ℂ) (M : Matrix n n ℂ) (l : n → ℂ) : Prop :=
  state 1 l ᵥ* hbar E h M = E • state 1 l

/-- The amplitudes `l` solve the Lambda equations if and only if they satisfy the left eigenvalue
equation projected on the excited configurations, `h + l M = E l`. -/
private theorem isLambda_iff {E : ℂ} {h : n → ℂ} {M : Matrix n n ℂ} {l : n → ℂ} :
    IsLambda E h M l ↔ h + l ᵥ* M = E • l := by
  unfold IsLambda
  constructor
  · intro H
    funext j
    have := congrFun H (Sum.inr j)
    simpa [hbar, state, Matrix.vecMul, dotProduct, Fintype.sum_sum_type] using this
  · intro H
    funext k
    rcases k with u | j
    · simp [hbar, state, Matrix.vecMul, dotProduct, Fintype.sum_sum_type]
    · have := congrFun H j
      simpa [hbar, state, Matrix.vecMul, dotProduct, Fintype.sum_sum_type] using this

/-- The Hamiltonian acts on a state `(c, r)` by giving `(E c + h r, M r)`. -/
theorem hbar_mulVec (E c : ℂ) (h r : n → ℂ) (M : Matrix n n ℂ) :
    hbar E h M *ᵥ state c r = state (E * c + h ⬝ᵥ r) (M *ᵥ r) := by
  funext k
  rcases k with u | j <;>
    simp [hbar, state, Matrix.mulVec, dotProduct, Fintype.sum_sum_type]

/-- The Lambda equations have a solution if and only if the coupling row `h` annihilates every
vector `r` with `M r = E r`. -/
theorem exists_lambda_iff (E : ℂ) (h : n → ℂ) (M : Matrix n n ℂ) :
    (∃ l, IsLambda E h M l) ↔ ∀ r : n → ℂ, M *ᵥ r = E • r → h ⬝ᵥ r = 0 := by
  classical
  constructor
  · -- pair the projected equation with a kernel vector
    rintro ⟨l, hl⟩ r hr
    have h1 := congrArg (fun v => v ⬝ᵥ r) (isLambda_iff.1 hl)
    simp only [add_dotProduct, smul_dotProduct, ← Matrix.dotProduct_mulVec, hr,
      dotProduct_smul, smul_eq_mul] at h1
    linear_combination h1
  · intro hk
    let f : (n → ℂ) →ₗ[ℂ] (n → ℂ) := M.mulVecLin - E • LinearMap.id
    let φ : (n → ℂ) →ₗ[ℂ] ℂ :=
      { toFun := fun r => h ⬝ᵥ r
        map_add' := fun x y => dotProduct_add h x y
        map_smul' := fun c x => dotProduct_smul c h x }
    -- a functional that vanishes on the kernel of `M - E` factors through `M - E`
    have hφ : φ ∈ LinearMap.range f.dualMap := by
      rw [LinearMap.range_dualMap_eq_dualAnnihilator_ker, Submodule.mem_dualAnnihilator]
      intro r hr
      have hr' : M *ᵥ r - E • r = 0 := LinearMap.mem_ker.1 hr
      exact hk r (sub_eq_zero.1 hr')
    obtain ⟨ψ, hψ⟩ := hφ
    obtain ⟨l, hl⟩ : ∃ l : n → ℂ, ∀ y, ψ y = l ⬝ᵥ y := by
      refine ⟨fun i => ψ (fun j => if i = j then 1 else 0), fun y => ?_⟩
      rw [LinearMap.pi_apply_eq_sum_univ ψ y]
      simp only [dotProduct, smul_eq_mul, mul_comm]
    have key : ∀ r : n → ℂ, l ⬝ᵥ (M *ᵥ r) - E * (l ⬝ᵥ r) = h ⬝ᵥ r := by
      intro r
      have h1 : ψ (M *ᵥ r - E • r) = h ⬝ᵥ r := LinearMap.congr_fun hψ r
      rw [map_sub, map_smul, hl, hl, smul_eq_mul] at h1
      exact h1
    refine ⟨-l, isLambda_iff.2 ?_⟩
    funext j
    have k : (l ᵥ* M) j - E * l j = h j := by
      have h1 := key (Pi.single j 1)
      rw [Matrix.dotProduct_mulVec] at h1
      simpa only [dotProduct_single, mul_one] using h1
    rw [Matrix.neg_vecMul]
    change h j + -(l ᵥ* M) j = E * -(l j)
    linear_combination -k

/-- Given one solution `l₀` of the Lambda equations, `l` is a solution if and only if the
difference `d = l - l₀` obeys `d M = E d`. -/
theorem isLambda_iff_sub {E : ℂ} {h : n → ℂ} {M : Matrix n n ℂ} {l₀ : n → ℂ}
    (h₀ : IsLambda E h M l₀) (l : n → ℂ) :
    IsLambda E h M l ↔ (l - l₀) ᵥ* M = E • (l - l₀) := by
  rw [isLambda_iff] at h₀ ⊢
  rw [Matrix.sub_vecMul]
  constructor
  · intro H
    linear_combination (norm := module) H - h₀
  · intro H
    linear_combination (norm := module) H + h₀

/-- The Lambda equations have exactly one solution if and only if `M - E` is invertible. -/
theorem existsUnique_lambda_iff [DecidableEq n] (E : ℂ) (h : n → ℂ) (M : Matrix n n ℂ) :
    (∃! l, IsLambda E h M l) ↔ IsUnit (M - E • (1 : Matrix n n ℂ)) := by
  have hv : ∀ v : n → ℂ, v ᵥ* (M - E • (1 : Matrix n n ℂ)) = v ᵥ* M - E • v := by
    intro v
    rw [Matrix.vecMul_sub, Matrix.vecMul_smul, Matrix.vecMul_one]
  constructor
  · rintro ⟨l, hl, huniq⟩
    rw [Matrix.isUnit_iff_isUnit_det, isUnit_iff_ne_zero]
    intro hdet
    -- a left null vector could be added to the solution
    obtain ⟨v, hv0, hvA⟩ := Matrix.exists_vecMul_eq_zero_iff.2 hdet
    rw [hv, sub_eq_zero] at hvA
    have h2 : IsLambda E h M (l + v) := by
      rw [isLambda_iff_sub hl, add_sub_cancel_left]
      exact hvA
    exact hv0 (add_eq_left.1 (huniq _ h2))
  · intro hu
    obtain ⟨B, hAB, hBA⟩ := isUnit_iff_exists.1 hu
    have hl : IsLambda E h M ((-h) ᵥ* B) := by
      have h1 := hv ((-h) ᵥ* B)
      rw [Matrix.vecMul_vecMul, hBA, Matrix.vecMul_one] at h1
      rw [isLambda_iff]
      linear_combination (norm := module) -h1
    refine ⟨_, hl, fun y hy => ?_⟩
    have h2 := (isLambda_iff_sub hl y).1 hy
    rw [← sub_eq_zero, ← hv] at h2
    have h3 := congrArg (fun v => v ᵥ* B) h2
    simp only [Matrix.vecMul_vecMul, hAB, Matrix.vecMul_one, Matrix.zero_vecMul] at h3
    exact sub_eq_zero.1 h3

/-- The Lambda equations have a solution if and only if no vector `x` is carried by `H - E` to the
reference state, that is, no Jordan chain at `E` of length two or more ends in the reference. -/
theorem exists_lambda_iff_no_jordan_chain (E : ℂ) (h : n → ℂ) (M : Matrix n n ℂ) :
    (∃ l, IsLambda E h M l) ↔ ¬ ∃ x, hbar E h M *ᵥ x - E • x = state 1 0 := by
  rw [exists_lambda_iff]
  constructor
  · rintro hk ⟨x, hx⟩
    obtain ⟨c, r, rfl⟩ : ∃ c r, x = state c r :=
      ⟨x (Sum.inl ()), fun j => x (Sum.inr j), by funext k; rcases k with u | j <;> rfl⟩
    rw [hbar_mulVec] at hx
    have h1 : E * c + h ⬝ᵥ r - E * c = 1 := congrFun hx (Sum.inl ())
    have h2 : M *ᵥ r = E • r := by
      funext j
      have h3 : (M *ᵥ r) j - E * r j = 0 := congrFun hx (Sum.inr j)
      exact sub_eq_zero.1 h3
    rw [hk r h2] at h1
    exact zero_ne_one (by linear_combination h1)
  · intro hn r hr
    by_contra hne
    -- a coupled kernel vector, rescaled, starts a Jordan chain
    refine hn ⟨state 0 ((h ⬝ᵥ r)⁻¹ • r), ?_⟩
    rw [hbar_mulVec, Matrix.mulVec_smul, hr, dotProduct_smul, smul_eq_mul,
      inv_mul_cancel₀ hne]
    funext k
    rcases k with u | j
    · change E * 0 + 1 - E * 0 = (1 : ℂ)
      ring
    · change (h ⬝ᵥ r)⁻¹ * (E * r j) - E * ((h ⬝ᵥ r)⁻¹ * r j) = 0
      ring

/-- One excited configuration degenerate with the reference and one separated by `Δ ≠ 0`, with
couplings `g₀` and `g`: `l` solves the Lambda equations if and only if `g₀ = 0` and the
amplitude of the separated configuration is `-g / Δ`. -/
theorem isLambda_two_configurations (E g₀ g Δ : ℂ) (hΔ : Δ ≠ 0) (l : Fin 2 → ℂ) :
    IsLambda E ![g₀, g] !![E, 0; 0, E + Δ] l ↔ g₀ = 0 ∧ l 1 = -g / Δ := by
  have e0 : (l ᵥ* !![E, 0; 0, E + Δ]) 0 = l 0 * E := by
    simp [Matrix.vecMul, dotProduct, Fin.sum_univ_two]
  have e1 : (l ᵥ* !![E, 0; 0, E + Δ]) 1 = l 1 * (E + Δ) := by
    simp [Matrix.vecMul, dotProduct, Fin.sum_univ_two]
  rw [isLambda_iff, eq_div_iff hΔ]
  constructor
  · intro H
    have h0 : g₀ + (l ᵥ* !![E, 0; 0, E + Δ]) 0 = E * l 0 := congrFun H 0
    have h1 : g + (l ᵥ* !![E, 0; 0, E + Δ]) 1 = E * l 1 := congrFun H 1
    rw [e0] at h0
    rw [e1] at h1
    exact ⟨by linear_combination h0, by linear_combination h1⟩
  · rintro ⟨h0, h1⟩
    refine funext (Fin.forall_fin_two.2 ⟨?_, ?_⟩)
    · change g₀ + (l ᵥ* !![E, 0; 0, E + Δ]) 0 = E * l 0
      rw [e0]
      linear_combination h0
    · change g + (l ᵥ* !![E, 0; 0, E + Δ]) 1 = E * l 1
      rw [e1]
      linear_combination h1

end

end LambdaEquations
```

```lean
#print axioms LambdaEquations.existsUnique_lambda_iff
#print axioms LambdaEquations.exists_lambda_iff_no_jordan_chain
#print axioms LambdaEquations.isLambda_two_configurations
```

```
'LambdaEquations.existsUnique_lambda_iff' depends on axioms: [propext, Classical.choice, Quot.sound]
'LambdaEquations.exists_lambda_iff_no_jordan_chain' depends on axioms: [propext, Classical.choice, Quot.sound]
'LambdaEquations.isLambda_two_configurations' depends on axioms: [propext, Classical.choice, Quot.sound]
```

## Duality supplies the amplitudes

The auxiliary theorem `isLambda_iff` turns the full eigenvalue equation into $h+lM=El$. From left to right it reads off the excited components. From right to left it must also check the reference component, which `simp` closes because the lower left block is zero. The companion `hbar_mulVec` computes the action of $H$ on a column and is used later for the Jordan chain.

In `exists_lambda_iff`, the forward direction applies `fun v => v ⬝ᵥ r` to both sides of the projected equation. The lemma `Matrix.dotProduct_mulVec` moves $M$ from the row to the column, where `hr` replaces $Mr$ by $Er$, and `linear_combination h1` cancels the equal terms.

For the converse, `f` is $M-E$ as a linear map and `φ` is the functional $r\mapsto h\cdot r$. The construction of $\psi$ on the range and its extension are contained in one Mathlib result, `LinearMap.range_dualMap_eq_dualAnnihilator_ker`: the functionals that factor through `f` are those that vanish on its kernel. This yields `ψ`, whose values on the unit vectors form a row. That row is called `l` in the code and is the $m$ of the derivation, which is why the solution supplied at the end is `-l`. The identity `key` states $m(M-E)r=h\cdot r$ for all $r$, and inserting the unit vector `Pi.single j 1` extracts component $j$.

## Null vectors and the inverse in the uniqueness proof

The theorem `isLambda_iff_sub` carries out the subtraction of two projected equations; `linear_combination` with the `module` normaliser does the vector algebra in both directions.

In `existsUnique_lambda_iff`, the local identity `hv` rewrites $v(M-E)$ as $vM-Ev$. To show that a unique solution forces invertibility, the proof assumes that the determinant vanishes. `Matrix.exists_vecMul_eq_zero_iff` then provides the non-zero left null vector `v`, and `l + v` contradicts uniqueness. For the other direction, `B` is the two-sided inverse of $M-E$. The relation `hBA` shows that `(-h) ᵥ* B` is a solution, and `hAB` removes $M-E$ from $d(M-E)=0$ to give $d=0$.

## The chain and the two-configuration model

The proof of `exists_lambda_iff_no_jordan_chain` starts from the existence criterion. Given a vector `x`, it splits it into `c` and `r` and reads the two components of the chain equation: `h2` says $Mr=Er$, while `h1` says $h\cdot r=1$, against the assumed $h\cdot r=0$. Conversely, a kernel vector with non-zero coupling is rescaled by `(h ⬝ᵥ r)⁻¹`, and both components are checked with `ring`.

In `isLambda_two_configurations`, `e0` and `e1` evaluate the two components of $lM$. The lemma `eq_div_iff hΔ` replaces the quotient by the equation $l(1)\,\Delta=-g$, after which each component follows by linear algebra.
